# A lower bound on the ground-mode occupation of finitely many ideal boson modes

## Modes, occupations and the excited capacity

Take M non-interacting boson modes, M ≥ 1, with real energies e_k. Let b = 1/(k_B T) > 0 be the inverse temperature and μ the chemical potential. The mean occupation of mode k is the Bose function

n_k(μ) = 1 / (exp(b(e_k − μ)) − 1).

One mode, labelled g, is the ground mode: e_g < e_k for every k ≠ g. Excited levels may be degenerate among themselves. The total and excited numbers are

N_tot(μ) = Σ_k n_k(μ),

N_exc(μ) = Σ_{k≠g} n_k(μ).

The prescribed total N > 0 is a mean particle number, so it need not be an integer. Physical chemical potentials satisfy μ < e_g, where all occupations are positive. The excited capacity is the excited number evaluated at the edge of that range:

C = N_exc(e_g) = Σ_{k≠g} 1 / (exp(b(e_k − e_g)) − 1).

It depends on temperature and spectrum but not on N.

## The bound and its Lean statement

Exactly one μ < e_g satisfies N_tot(μ) = N, and at that μ

n_g(μ) ≥ N − C.

If N ≤ C, this says nothing beyond positivity. If N > C, the ground mode must hold at least N − C bosons on average.

In Lean, the modes form a finite type `ι`, the spectrum is a function `e : ι → ℝ`, and M is `Fintype.card ι`. The functions n_k, N_tot and N_exc are `bose b mu (e k)`, `totalNumber b e mu` and `excitedNumber b e g mu`. The theorem `condensation_bound` has two parts. The first, written with `∃!`, says that one and only one `mu` is both below `e g` and gives total `N`. The second states the inequality for every `mu` with these two properties, with C written out as a sum over `Finset.univ.erase g`, all modes except g.

The hypothesis `hg` expresses the unique ground mode. With a second mode at e_g, the capacity would contain 1/0, which Lean evaluates as 0. For two degenerate modes and nothing else, the inequality would then claim N ≤ N/2.

The Bose function is taken as a definition here and is not derived from the grand canonical ensemble. The spectrum is finite and fixed, so this is the counting argument behind Bose–Einstein condensation, without a thermodynamic limit or a phase transition.

## Finding the chemical potential

For μ < e_k the exponent x = b(e_k − μ) is positive, and exp(x) ≥ 1 + x > 1, so the denominator of n_k is positive. Raising μ while staying below e_k makes the denominator smaller, so n_k strictly increases. At fixed μ, a higher level has a larger denominator and a smaller occupation.

Below e_g every term of N_tot is therefore strictly increasing, and so is the sum. At most one μ < e_g can give N.

For existence, note that a level lying log(1 + x)/b above μ, with x > 0, has occupation

1 / ((1 + x) − 1) = 1/x.

Use this for the ground level at two chemical potentials:

μ_lo = e_g − log(1 + M/N)/b,

μ_hi = e_g − log(1 + 1/N)/b.

At μ_lo the ground mode holds N/M. No other mode holds more, so N_tot(μ_lo) ≤ M · N/M = N. At μ_hi the ground mode alone holds N and the others add positive amounts, so N_tot(μ_hi) ≥ N. Since M ≥ 1, μ_lo ≤ μ_hi < e_g, and N_tot is continuous between them. The intermediate value theorem gives a solution in [μ_lo, μ_hi]. For a single mode the two ends coincide.

For a non-interacting Bose gas truncated to finitely many modes, this interval can serve as the starting bracket for a bisection in μ.

## Saturation of the excited modes

At the solution μ < e_g, each excited mode holds less than it would at μ = e_g, because e_g is still below e_k. Summing over k ≠ g gives

N_exc(μ) ≤ C.

The total splits as N = n_g(μ) + N_exc(μ), hence

n_g(μ) = N − N_exc(μ) ≥ N − C.

With one mode, C is an empty sum and the bound reads N ≥ N.

As μ rises to e_g, N_exc(μ) tends to C by continuity, so no smaller constant bounds the excited number for all μ < e_g. Dividing the bound by N, and using n_g ≤ N, gives

1 − C/N ≤ n_g/N ≤ 1.

At fixed b and fixed spectrum, the ground fraction therefore tends to 1 as N grows.

## Three modes holding three bosons

Let e_g = 0, let two excited modes both have energy log(2)/b, and let N = 3. Each excited mode contributes 1/(2 − 1) = 1 to the capacity, so C = 2 and the bound promises a mean occupation of at least 1 in the ground mode.

Write y = exp(−bμ). The number equation is

1/(y − 1) + 2/(2y − 1) = 3.

Clearing denominators gives 6y² − 13y + 6 = 0, with roots y = 3/2 and y = 2/3. The first gives μ = −log(3/2)/b ≈ −0.405/b, which lies between μ_lo = −log(2)/b ≈ −0.693/b and μ_hi = −log(4/3)/b ≈ −0.288/b. The ground mode holds 2 bosons and each excited mode holds 1/2, so the total is 3 and the bound 2 ≥ 1 is satisfied.

The second root shows what goes wrong if μ < e_g is left out of the uniqueness claim. It gives μ = +log(3/2)/b, between the ground and excited levels. There the excited modes hold 3 each and the ground mode "holds" −3, which again adds up to 3. A root finder started without the restriction can land on this unphysical solution.

## The complete Lean file

```lean
import Mathlib

open Filter Topology

namespace BoseCondensationBound

noncomputable section

/-- Bose occupation of a mode of energy `ε` at inverse temperature `b` and chemical
potential `mu`; its domain is `b * (ε - mu) ≠ 0`. -/
def bose (b mu ε : ℝ) : ℝ := 1 / (Real.exp (b * (ε - mu)) - 1)

variable {ι : Type*} [Fintype ι]

/-- Total number of bosons in the modes `e k`, for `b ≠ 0` and `mu` different from every
mode energy. -/
def totalNumber (b : ℝ) (e : ι → ℝ) (mu : ℝ) : ℝ := ∑ k, bose b mu (e k)

/-- Number of bosons outside the mode `g`, for `b ≠ 0` and `mu` different from the energies
of all modes other than `g`. -/
def excitedNumber [DecidableEq ι] (b : ℝ) (e : ι → ℝ) (g : ι) (mu : ℝ) : ℝ :=
  ∑ k ∈ Finset.univ.erase g, bose b mu (e k)

/-- For `b > 0` and a chemical potential below the level, the denominator of the Bose
function is positive. -/
theorem denominator_pos {b mu ε : ℝ} (hb : 0 < b) (h : mu < ε) :
    0 < Real.exp (b * (ε - mu)) - 1 := by
  have h1 : 0 < b * (ε - mu) := mul_pos hb (sub_pos.mpr h)
  have h2 := Real.add_one_le_exp (b * (ε - mu))
  linarith

/-- For `b > 0`, raising the chemical potential while staying below the level strictly
raises the occupation of that level. -/
theorem bose_lt_bose {b mu mu' ε : ℝ} (hb : 0 < b) (h : mu < mu') (h' : mu' < ε) :
    bose b mu ε < bose b mu' ε := by
  unfold bose
  apply one_div_lt_one_div_of_lt (denominator_pos hb h')
  have h1 : b * (ε - mu') < b * (ε - mu) := mul_lt_mul_of_pos_left (by linarith) hb
  have h2 := Real.exp_lt_exp.mpr h1
  linarith

/-- For `b > 0` and a chemical potential below both levels, the higher level is occupied
no more than the lower one. -/
theorem bose_le_of_energy_le {b mu ε ε' : ℝ} (hb : 0 < b) (h : mu < ε) (h' : ε ≤ ε') :
    bose b mu ε' ≤ bose b mu ε := by
  unfold bose
  apply one_div_le_one_div_of_le (denominator_pos hb h)
  have h1 : b * (ε - mu) ≤ b * (ε' - mu) := mul_le_mul_of_nonneg_left (by linarith) hb.le
  have h2 := Real.exp_le_exp.mpr h1
  linarith

/-- For `b > 0` and `x > 0`, a level lying `log (1 + x) / b` above the chemical potential
holds `1 / x` bosons. -/
theorem bose_at_log {b x : ℝ} (ε : ℝ) (hb : 0 < b) (hx : 0 < x) :
    bose b (ε - Real.log (1 + x) / b) ε = 1 / x := by
  have hb0 : b ≠ 0 := hb.ne'
  have h : b * (ε - (ε - Real.log (1 + x) / b)) = Real.log (1 + x) := by
    rw [sub_sub_cancel]
    field_simp
  unfold bose
  rw [h, Real.exp_log (by linarith), add_sub_cancel_left]

/-- For `b > 0`, the occupation of a level is continuous in the chemical potential below
that level. -/
theorem continuousAt_bose {b mu ε : ℝ} (hb : 0 < b) (h : mu < ε) :
    ContinuousAt (fun m => bose b m ε) mu := by
  unfold bose
  exact ContinuousAt.div continuousAt_const (by fun_prop) (denominator_pos hb h).ne'

/-- For `b > 0`, `N > 0` and a lowest mode `g`, possibly degenerate, some chemical potential below
`e g` gives `N` bosons in total and lies in an explicit interval fixed by `e g`, `N`, `b` and the
number of modes. -/
theorem exists_chemical_potential {b N : ℝ} {e : ι → ℝ} {g : ι} (hb : 0 < b) (hN : 0 < N)
    (hg : ∀ k, e g ≤ e k) :
    ∃ mu, e g - Real.log (1 + Fintype.card ι / N) / b ≤ mu ∧
      mu ≤ e g - Real.log (1 + 1 / N) / b ∧ mu < e g ∧ totalNumber b e mu = N := by
  have hcard : 1 ≤ Fintype.card ι := Fintype.card_pos_iff.mpr ⟨g⟩
  have hM : (1 : ℝ) ≤ (Fintype.card ι : ℝ) := by exact_mod_cast hcard
  have hM0 : (Fintype.card ι : ℝ) ≠ 0 := by linarith
  have hN0 : N ≠ 0 := hN.ne'
  have hx : 0 < 1 / N := by positivity
  have hy : 0 < (Fintype.card ι : ℝ) / N := div_pos (by linarith) hN
  have hhi : e g - Real.log (1 + 1 / N) / b < e g := by
    have := div_pos (Real.log_pos (show 1 < 1 + 1 / N by linarith)) hb
    linarith
  have hab : e g - Real.log (1 + Fintype.card ι / N) / b
      ≤ e g - Real.log (1 + 1 / N) / b := by
    have h1 : 1 / N ≤ (Fintype.card ι : ℝ) / N := by gcongr
    have h2 : Real.log (1 + 1 / N) ≤ Real.log (1 + Fintype.card ι / N) :=
      Real.log_le_log (by linarith) (by linarith)
    have h3 : Real.log (1 + 1 / N) / b ≤ Real.log (1 + Fintype.card ι / N) / b := by
      gcongr
    linarith
  -- at the lower end every mode holds at most its equal share of `N`
  have hlow : totalNumber b e (e g - Real.log (1 + Fintype.card ι / N) / b) ≤ N := by
    calc totalNumber b e (e g - Real.log (1 + Fintype.card ι / N) / b)
        ≤ ∑ _k : ι, 1 / ((Fintype.card ι : ℝ) / N) := by
          apply Finset.sum_le_sum
          intro k _
          rw [← bose_at_log (e g) hb hy]
          exact bose_le_of_energy_le hb (lt_of_le_of_lt hab hhi) (hg k)
      _ = N := by
          rw [Finset.sum_const, Finset.card_univ, nsmul_eq_mul]
          field_simp
  -- at the upper end the ground mode alone holds `N`
  have hupp : N ≤ totalNumber b e (e g - Real.log (1 + 1 / N) / b) := by
    have h1 := bose_at_log (e g) hb hx
    rw [one_div_one_div] at h1
    have h2 := Finset.single_le_sum
      (f := fun k => bose b (e g - Real.log (1 + 1 / N) / b) (e k))
      (fun k _ => (one_div_pos.mpr (denominator_pos hb (lt_of_lt_of_le hhi (hg k)))).le)
      (Finset.mem_univ g)
    exact h1.symm.le.trans h2
  have hcont : ContinuousOn (totalNumber b e)
      (Set.Icc (e g - Real.log (1 + Fintype.card ι / N) / b)
        (e g - Real.log (1 + 1 / N) / b)) := by
    unfold totalNumber
    apply continuousOn_finsetSum
    intro k _ m hm
    exact (continuousAt_bose hb
      (lt_of_le_of_lt hm.2 (lt_of_lt_of_le hhi (hg k)))).continuousWithinAt
  obtain ⟨mu, hmu, hval⟩ := intermediate_value_Icc hab hcont ⟨hlow, hupp⟩
  exact ⟨mu, hmu.1, hmu.2, lt_of_le_of_lt hmu.2 hhi, hval⟩

/-- For `b > 0` and a lowest mode `g`, the total number of bosons is strictly increasing in
the chemical potential below `e g`. -/
theorem totalNumber_strictMonoOn {b : ℝ} {e : ι → ℝ} {g : ι} (hb : 0 < b)
    (hg : ∀ k, e g ≤ e k) : StrictMonoOn (totalNumber b e) (Set.Iio (e g)) := by
  intro m _ m' hm' hlt
  exact Finset.sum_lt_sum_of_nonempty ⟨g, Finset.mem_univ g⟩
    (fun k _ => bose_lt_bose hb hlt (lt_of_lt_of_le hm' (hg k)))

variable [DecidableEq ι]

/-- Condensation bound: for `b > 0`, `N > 0` and a unique lowest mode `g`, exactly one
chemical potential below `e g` gives `N` bosons in total, and there the ground mode holds at
least `N` minus the excited number evaluated at `mu = e g`. -/
theorem condensation_bound {b N : ℝ} {e : ι → ℝ} {g : ι} (hb : 0 < b) (hN : 0 < N)
    (hg : ∀ k, k ≠ g → e g < e k) :
    (∃! mu, mu < e g ∧ totalNumber b e mu = N) ∧
    ∀ mu, mu < e g → totalNumber b e mu = N →
      N - ∑ k ∈ Finset.univ.erase g, 1 / (Real.exp (b * (e k - e g)) - 1)
        ≤ bose b mu (e g) := by
  have hg' : ∀ k, e g ≤ e k := by
    intro k
    rcases eq_or_ne k g with h | h
    · rw [h]
    · exact (hg k h).le
  constructor
  · obtain ⟨mu, _, _, hlt, hval⟩ := exists_chemical_potential hb hN hg'
    refine ⟨mu, ⟨hlt, hval⟩, ?_⟩
    rintro m ⟨hm, hmval⟩
    exact (totalNumber_strictMonoOn hb hg').injOn hm hlt (hmval.trans hval.symm)
  · intro mu hmu hval
    -- the excited modes hold at most what they would hold at `mu = e g`
    have h1 : ∑ k ∈ Finset.univ.erase g, bose b mu (e k)
        ≤ ∑ k ∈ Finset.univ.erase g, 1 / (Real.exp (b * (e k - e g)) - 1) :=
      Finset.sum_le_sum fun k hk =>
        (bose_lt_bose hb hmu (hg k (Finset.ne_of_mem_erase hk))).le
    have h2 := Finset.add_sum_erase Finset.univ (fun k => bose b mu (e k))
      (Finset.mem_univ g)
    unfold totalNumber at hval
    linarith

/-- For `b > 0` and a unique lowest mode `g`, the excited number tends to its value at
`mu = e g` as the chemical potential rises to `e g`. -/
theorem excitedNumber_tendsto {b : ℝ} {e : ι → ℝ} {g : ι} (hb : 0 < b)
    (hg : ∀ k, k ≠ g → e g < e k) :
    Tendsto (excitedNumber b e g) (𝓝[<] (e g)) (𝓝 (excitedNumber b e g (e g))) := by
  unfold excitedNumber
  apply tendsto_finsetSum
  intro k hk
  exact (continuousAt_bose hb (hg k (Finset.ne_of_mem_erase hk))).tendsto.mono_left
    nhdsWithin_le_nhds

/-- At fixed `b > 0` and fixed mode energies with a unique lowest mode `g`, the fraction of bosons
in `g` tends to one as the total number `N` grows, where for each `N > 0` the chemical potential
`mu N` lies below `e g` and gives `N` bosons in total. -/
theorem ground_fraction_tendsto_one {b : ℝ} {e : ι → ℝ} {g : ι} (hb : 0 < b)
    (hg : ∀ k, k ≠ g → e g < e k) (mu : ℝ → ℝ)
    (hmu : ∀ N, 0 < N → mu N < e g ∧ totalNumber b e (mu N) = N) :
    Tendsto (fun N => bose b (mu N) (e g) / N) atTop (𝓝 1) := by
  have hlim : Tendsto (fun N : ℝ => 1 - excitedNumber b e g (e g) / N) atTop (𝓝 1) := by
    have h0 : Tendsto (fun N : ℝ => excitedNumber b e g (e g) / N) atTop (𝓝 0) :=
      tendsto_const_nhds.div_atTop tendsto_id
    simpa using h0.const_sub 1
  refine tendsto_of_tendsto_of_tendsto_of_le_of_le' hlim tendsto_const_nhds ?_ ?_
  · filter_upwards [eventually_gt_atTop (0 : ℝ)] with N hN
    have h1 : N - excitedNumber b e g (e g) ≤ bose b (mu N) (e g) :=
      (condensation_bound hb hN hg).2 (mu N) (hmu N hN).1 (hmu N hN).2
    rw [le_div_iff₀ hN, sub_mul, one_mul, div_mul_cancel₀ _ hN.ne']
    exact h1
  · filter_upwards [eventually_gt_atTop (0 : ℝ)] with N hN
    obtain ⟨hlt, hval⟩ := hmu N hN
    have h2 := Finset.add_sum_erase Finset.univ (fun k => bose b (mu N) (e k))
      (Finset.mem_univ g)
    have h3 : 0 ≤ ∑ k ∈ Finset.univ.erase g, bose b (mu N) (e k) :=
      Finset.sum_nonneg fun k hk => (one_div_pos.mpr (denominator_pos hb
        (hlt.trans (hg k (Finset.ne_of_mem_erase hk))))).le
    unfold totalNumber at hval
    rw [div_le_iff₀ hN]
    linarith

end

end BoseCondensationBound
```

```lean
#print axioms BoseCondensationBound.condensation_bound
-- 'BoseCondensationBound.condensation_bound' depends on axioms: [propext, Classical.choice, Quot.sound]
#print axioms BoseCondensationBound.excitedNumber_tendsto
-- 'BoseCondensationBound.excitedNumber_tendsto' depends on axioms: [propext, Classical.choice, Quot.sound]
#print axioms BoseCondensationBound.ground_fraction_tendsto_one
-- 'BoseCondensationBound.ground_fraction_tendsto_one' depends on axioms: [propext, Classical.choice, Quot.sound]
```

## How the Lean proof is assembled

The lemma `denominator_pos` turns exp(x) ≥ 1 + x into positivity of the denominator. With it, `bose_lt_bose` and `bose_le_of_energy_le` compare reciprocals to obtain the two monotonicity statements. `bose_at_log` is the evaluation 1/x, and `continuousAt_bose` gives continuity below a level.

In `exists_chemical_potential`, the facts `hlow` and `hupp` are the estimates at μ_lo and μ_hi. The first bounds the sum term by term; the second uses `Finset.single_le_sum` to keep only the ground mode. With continuity in `hcont`, `intermediate_value_Icc` produces the solution. This lemma needs only e_g ≤ e_k, so it also covers a degenerate ground level.

`totalNumber_strictMonoOn` adds the strict inequalities of the individual modes. In `condensation_bound`, the injectivity that follows from it gives uniqueness. For the inequality, `h1` bounds the excited sum by C, applying `bose_lt_bose` with `e g` as the upper chemical potential. `h2` separates the ground term from the total, and `linarith` carries out the subtraction.

`excitedNumber_tendsto` takes the limit mode by mode; the filter `𝓝[<] (e g)` means that μ approaches e_g from below.

In `ground_fraction_tendsto_one`, the chemical potential is a function `mu : ℝ → ℝ` of the particle number, required to solve the number equation below e_g for each N > 0. The first part of `condensation_bound` ensures that such a function exists. The proof squeezes n_g/N between 1 − C/N and 1: the lower estimate comes from `condensation_bound`, the upper one from the excited occupations being nonnegative.
